# Constant local energy and pair-contact cusps of the McGuire cluster wavefunction

In a variational Monte Carlo calculation for bosons on a line with attractive contact interactions and no external potential, one evaluates the local energy \(-\Delta\psi/\psi\) at sampled configurations and builds the contact interaction into the trial function as a cusp. For the McGuire cluster of \(N\) such bosons both are known in closed form. With \(\hbar=2m=1\), the Hamiltonian is

\[
H=-\Delta-2c\sum_{j<l}\delta(x_j-x_l),\qquad c>0,
\]

where \(c\) measures the strength of the attraction. The wavefunction below is unchanged when all particles move together, so it can be normalised only in the relative coordinates, with the centre of mass separated off. Up to a constant factor it is

\[
\psi(x)=e^{-cD(x)/2},\qquad D(x)=\sum_{j<l}|x_j-x_l| .
\]

Wherever no two particles coincide, its local energy is \(-c^2N(N^2-1)/12\). Where exactly one pair touches, it has the cusp that the delta interaction demands.

## Energy and cusp from one exponential

Number the particles from 0 and take \(x_0\le\dots\le x_{N-1}\). Each distance is then \(x_l-x_j\) with \(j<l\). Particle \(j\) has \(j\) particles before it and \(N-1-j\) after it, so

\[
D=-\sum_j\lambda_jx_j,\quad \lambda_j=N-1-2j,\qquad
\psi=\exp\Big(\frac c2\sum_j\lambda_jx_j\Big).
\]

Numbering from 1 would give the coefficients \(N+1-2j\). Differentiation gives \(\partial_j\psi=\frac c2\lambda_j\psi\). Since \(\lambda_{j+1}-\lambda_j=-2\), neighbours satisfy \((\partial_{j+1}-\partial_j)\psi=-c\psi\). For the second derivatives,

\[
\sum_j\lambda_j^2=N(N-1)^2-2N(N-1)^2+\frac{2N(N-1)(2N-1)}3=\frac{N(N^2-1)}3,
\]

\[
-\Delta\psi=-\frac{c^2}{4}\sum_j\lambda_j^2\,\psi=-\frac{c^2N(N^2-1)}{12}\,\psi .
\]

In the open sector the ordering survives small displacements, so these are the derivatives of \(\psi\) itself. Relabelling particles changes neither \(D\) nor the sum of second derivatives, which extends the equation to every ordering.

Now let only the neighbours \(a\) and \(b=a+1\) touch, and move them by \(-s\) and \(s\). For small \(s\ge0\) the order persists and \(\sum_j\lambda_jx_j\) changes by \(s(\lambda_b-\lambda_a)=-2s\), so \(\psi\) is multiplied by \(e^{-cs}\). Exchanging the pair reverses the sign of \(s\), so the factor is \(e^{-c|s|}\) on both sides. The slopes at \(s=0\) are \(-c\psi\) from the right and \(c\psi\) from the left, a jump of \(-2c\psi\). This is the jump that the delta interaction demands: with the pair at \(R\mp s\), the terms of \(H\) that are singular at the contact are \(-\frac12\partial_s^2-2c\,\delta(2s)=-\frac12\partial_s^2-c\,\delta(s)\), and integrating \(H\psi=E\psi\) across \(s=0\) gives \(-\frac12[\partial_s\psi]-c\psi=0\), where the bracket denotes the jump. Relabelling the particles extends the result to any single touching pair.

## Configurations, wavefunctions and derivatives in Lean

A configuration is a function `Fin N → ℝ`, which assigns a position to each of the \(N\) particles.

```lean
import Mathlib

open Filter Topology

namespace McGuireCluster

noncomputable section

variable {N : ℕ}
```

`pairDistance` is \(D\), with each pair counted once.

```lean
/-- The sum of the distances between all pairs of particles on the line. -/
def pairDistance (x : Fin N → ℝ) : ℝ :=
  ∑ j, ∑ l, if j < l then |x j - x l| else 0
```

`clusterWave` is \(\psi\). The theorems allow any real `c`; attraction is the case \(c>0\).

```lean
/-- The cluster wavefunction `exp(-(c/2) ∑_{j<l} |x_j - x_l|)`. -/
def clusterWave (c : ℝ) (x : Fin N → ℝ) : ℝ :=
  Real.exp (-(c / 2) * pairDistance x)
```

Despite its name, `slope` is the coefficient \(\lambda_j\), not a derivative.

```lean
/-- The coefficient `N - 1 - 2j` of particle `j`, counted from zero. -/
def slope (j : Fin N) : ℝ := (N : ℝ) - 1 - 2 * ((j : ℕ) : ℝ)
```

`sectorWave` is the exponential without absolute values, defined on all configurations.

```lean
/-- The plain exponential `exp((c/2) ∑_j (N - 1 - 2j) x_j)`, with `j` counted from zero. -/
def sectorWave (c : ℝ) (x : Fin N → ℝ) : ℝ :=
  Real.exp (c / 2 * ∑ j, slope j * x j)
```

A partial derivative varies one coordinate and holds the others fixed.

```lean
/-- The partial derivative with respect to the position of particle `j`. -/
def partialD (j : Fin N) (f : (Fin N → ℝ) → ℝ) (x : Fin N → ℝ) : ℝ :=
  deriv (fun t => f (Function.update x j t)) (x j)
```

The Laplacian sums the second partial derivatives. Lean's `deriv` is zero where no derivative exists, so this expression has physical meaning only away from contacts.

```lean
/-- The Laplacian on configuration space, the sum of the second partial derivatives. -/
def laplacian (f : (Fin N → ℝ) → ℝ) (x : Fin N → ℝ) : ℝ :=
  ∑ j, partialD j (partialD j f) x
```

`pullApart` is the symmetric displacement by \(\mp s\); the separation of a touching pair becomes \(2|s|\).

```lean
/-- The configuration in which particle `b` is displaced by `s` and particle `a` by `-s`. -/
def pullApart (a b : Fin N) (x : Fin N → ℝ) (s : ℝ) : Fin N → ℝ :=
  fun i => x i + s * ((if i = b then 1 else 0) - (if i = a then 1 else 0))
```

## Exchange symmetry and the ordered sector

The sum over all ordered pairs is \(2D\), and a permutation merely reorders it. Hence \(\psi\) is bosonic.

```lean
/-- The cluster wavefunction is bosonic: it is unchanged by any permutation of the particles. -/
theorem clusterWave_perm (c : ℝ) (σ : Equiv.Perm (Fin N)) (x : Fin N → ℝ) :
    clusterWave c (x ∘ σ) = clusterWave c x := by
  -- the sum over ordered pairs is twice the sum over pairs
  have two : ∀ y : Fin N → ℝ, ∑ j, ∑ l, |y j - y l| = 2 * pairDistance y := by
    intro y
    have h : ∀ j l, |y j - y l| =
        (if j < l then |y j - y l| else 0) + (if l < j then |y l - y j| else 0) := by
      intro j l
      rcases lt_trichotomy j l with h | h | h
      · rw [if_pos h, if_neg (lt_asymm h), add_zero]
      · simp [h]
      · rw [if_neg (lt_asymm h), if_pos h, zero_add, abs_sub_comm]
    have e : ∑ j, ∑ l, |y j - y l| =
        pairDistance y + ∑ j, ∑ l, (if l < j then |y l - y j| else 0) := by
      unfold pairDistance
      rw [← Finset.sum_add_distrib]
      refine Finset.sum_congr rfl fun j _ => ?_
      rw [← Finset.sum_add_distrib]
      exact Finset.sum_congr rfl fun l _ => h j l
    have e2 : ∑ j, ∑ l, (if l < j then |y l - y j| else 0) = pairDistance y :=
      Finset.sum_comm
    linarith
  have hσ : ∑ j, ∑ l, |(x ∘ σ) j - (x ∘ σ) l| = ∑ j, ∑ l, |x j - x l| :=
    (Finset.sum_congr rfl fun j _ =>
      Equiv.sum_comp σ (fun l => |x (σ j) - x l|)).trans
      (Equiv.sum_comp σ (fun j => ∑ l, |x j - x l|))
  have hD : pairDistance (x ∘ σ) = pairDistance x := by
    linarith [two (x ∘ σ), two x]
  unfold clusterWave
  rw [hD]
```

`Monotone x` says that the particles are in order, with contacts allowed. The facts `low` and `high` count the particles on either side, as in the derivation above.

```lean
/-- On ordered configurations the cluster wavefunction agrees with the plain exponential. -/
theorem clusterWave_eq_sectorWave (c : ℝ) {x : Fin N → ℝ} (hx : Monotone x) :
    clusterWave c x = sectorWave c x := by
  -- count the particles to the left and to the right of a given one
  have low : ∀ l : Fin N, ∑ j : Fin N, (if j < l then (1 : ℝ) else 0) = ((l : ℕ) : ℝ) := by
    intro l
    have h : Finset.univ.filter (fun j : Fin N => j < l) = Finset.Iio l := by ext; simp
    rw [Finset.sum_boole, h, Fin.card_Iio]
  have high : ∀ j : Fin N, ∑ l : Fin N, (if j < l then (1 : ℝ) else 0)
      = (N : ℝ) - 1 - ((j : ℕ) : ℝ) := by
    intro j
    have h : Finset.univ.filter (fun l : Fin N => j < l) = Finset.Ioi j := by ext; simp
    have h1 := Fin.card_Ioi j
    have h2 : (Finset.Ioi j).card + (j : ℕ) + 1 = N := by have := j.isLt; omega
    have h3 : ((Finset.Ioi j).card : ℝ) + ((j : ℕ) : ℝ) + 1 = N := by exact_mod_cast h2
    rw [Finset.sum_boole, h]
    linarith
  have h1 : ∑ j : Fin N, ∑ l : Fin N, (if j < l then (1 : ℝ) else 0) * x l
      = ∑ l : Fin N, ((l : ℕ) : ℝ) * x l := by
    rw [Finset.sum_comm]
    exact Finset.sum_congr rfl fun l _ => by rw [← Finset.sum_mul, low l]
  have h2 : ∑ j : Fin N, ∑ l : Fin N, (if j < l then (1 : ℝ) else 0) * x j
      = ∑ j : Fin N, ((N : ℝ) - 1 - ((j : ℕ) : ℝ)) * x j :=
    Finset.sum_congr rfl fun j _ => by rw [← Finset.sum_mul, high j]
  have h3 : pairDistance x = ∑ j : Fin N, ∑ l : Fin N, (if j < l then (1 : ℝ) else 0) * x l
      - ∑ j : Fin N, ∑ l : Fin N, (if j < l then (1 : ℝ) else 0) * x j := by
    unfold pairDistance
    rw [← Finset.sum_sub_distrib]
    refine Finset.sum_congr rfl fun j _ => ?_
    rw [← Finset.sum_sub_distrib]
    refine Finset.sum_congr rfl fun l _ => ?_
    split_ifs with h
    · rw [abs_of_nonpos (sub_nonpos.2 (hx h.le))]; ring
    · ring
  have h4 : ∑ j, slope j * x j = ∑ j : Fin N, ((N : ℝ) - 1 - ((j : ℕ) : ℝ)) * x j
      - ∑ j : Fin N, ((j : ℕ) : ℝ) * x j := by
    rw [← Finset.sum_sub_distrib]
    exact Finset.sum_congr rfl fun j _ => by unfold slope; ring
  unfold clusterWave sectorWave
  rw [h3, h1, h2, h4]
  congr 1
  ring
```

The sum of squares follows by induction on the number of terms, with the constant \(N-1\) replaced by a general `a`.

```lean
/-- The squares of the coefficients `N - 1 - 2j` add up to `N(N² - 1)/3`. -/
theorem sum_slope_sq : ∑ j : Fin N, slope j ^ 2 = (N : ℝ) * ((N : ℝ) ^ 2 - 1) / 3 := by
  have h : ∀ (a : ℝ) (m : ℕ), ∑ j ∈ Finset.range m, (a - 2 * (j : ℝ)) ^ 2 =
      m * a ^ 2 - 2 * a * m * (m - 1) + 2 * m * (m - 1) * (2 * m - 1) / 3 := by
    intro a m
    induction m with
    | zero => simp
    | succ m ih => rw [Finset.sum_range_succ, ih]; push_cast; ring
  have e := Fin.sum_univ_eq_sum_range (fun j : ℕ => ((N : ℝ) - 1 - 2 * (j : ℝ)) ^ 2) N
  unfold slope
  rw [e, h]
  ring
```

## Derivatives of the exponential

Changing \(x_j\) to \(t\) adds \(\lambda_j(t-x_j)\) to the sum in the exponent, and the chain rule does the rest.

```lean
/-- Differentiating the plain exponential in `x_j` multiplies it by `(c/2)(N - 1 - 2j)`. -/
theorem hasDerivAt_sectorWave (c : ℝ) (x : Fin N → ℝ) (j : Fin N) :
    HasDerivAt (fun t => sectorWave c (Function.update x j t))
      (c / 2 * slope j * sectorWave c x) (x j) := by
  have hu : (fun t => sectorWave c (Function.update x j t)) =
      fun t => Real.exp (c / 2 * (∑ i, slope i * x i + slope j * (t - x j))) := by
    funext t
    have h : ∀ i, slope i * Function.update x j t i =
        slope i * x i + if i = j then slope j * (t - x j) else 0 := by
      intro i
      by_cases h : i = j
      · subst h
        rw [Function.update_self, if_pos rfl]; ring
      · rw [Function.update_of_ne h, if_neg h, add_zero]
    unfold sectorWave
    rw [Finset.sum_congr rfl fun i _ => h i, Finset.sum_add_distrib]
    simp
  rw [hu]
  have h := (((((hasDerivAt_id (x j)).sub_const (x j)).const_mul (slope j)).const_add
    (∑ i, slope i * x i)).const_mul (c / 2)).exp
  refine h.congr_deriv ?_
  simp only [id_eq, sub_self, mul_zero, add_zero, mul_one, sectorWave]
  ring
```

Subtracting two such derivatives gives the neighbour relation. It holds for `sectorWave` everywhere; for \(\psi\) at a contact it is the boundary condition approached from within the sector.

```lean
/-- For neighbours `a` and `b = a + 1` the plain exponential obeys `(∂_b - ∂_a) ψ = -c ψ`. -/
theorem sectorWave_contact (c : ℝ) (x : Fin N → ℝ) {a b : Fin N} (hab : (b : ℕ) = a + 1) :
    partialD b (sectorWave c) x - partialD a (sectorWave c) x = -c * sectorWave c x := by
  have h : ∀ j, partialD j (sectorWave c) x = c / 2 * slope j * sectorWave c x :=
    fun j => (hasDerivAt_sectorWave c x j).deriv
  have hb : ((b : ℕ) : ℝ) = ((a : ℕ) : ℝ) + 1 := by exact_mod_cast hab
  rw [h, h]
  unfold slope
  rw [hb]
  ring
```

## The energy in every ordering

Functions that agree near a point have partial derivatives that agree near it. Applied twice, this lemma handles second derivatives.

```lean
/-- Functions that agree near a configuration have partial derivatives that agree near it. -/
theorem partialD_congr {f g : (Fin N → ℝ) → ℝ} {x : Fin N → ℝ} (h : f =ᶠ[𝓝 x] g)
    (j : Fin N) : partialD j f =ᶠ[𝓝 x] partialD j g := by
  filter_upwards [h.eventuallyEq_nhds] with y hy
  have hc : Continuous (fun t : ℝ => Function.update y j t) :=
    continuous_const.update j continuous_id
  have ht : Tendsto (fun t : ℝ => Function.update y j t) (𝓝 (y j)) (𝓝 y) := by
    simpa only [Function.update_eq_self] using hc.tendsto (y j)
  exact (hy.comp_tendsto ht).deriv_eq
```

The Laplacian of a symmetric function is symmetric, because a permutation only relabels the directions of differentiation.

```lean
/-- If a function is unchanged by a permutation of the particles, so is its Laplacian. -/
theorem laplacian_perm {f : (Fin N → ℝ) → ℝ} (σ : Equiv.Perm (Fin N))
    (hf : ∀ y, f (y ∘ σ) = f y) (x : Fin N → ℝ) :
    laplacian f (x ∘ σ) = laplacian f x := by
  have hu : ∀ (y : Fin N → ℝ) (j : Fin N) (t : ℝ),
      Function.update (y ∘ σ) j t = Function.update y (σ j) t ∘ σ := by
    intro y j t
    funext i
    simp [Function.update_apply]
  have h1 : ∀ y j, partialD j f (y ∘ σ) = partialD (σ j) f y := by
    intro y j
    simp only [partialD, hu, hf, Function.comp_apply]
  have h2 : ∀ j, partialD j (partialD j f) (x ∘ σ) =
      partialD (σ j) (partialD (σ j) f) x := by
    intro j
    change deriv (fun t => partialD j f (Function.update (x ∘ σ) j t)) ((x ∘ σ) j) =
      deriv (fun t => partialD (σ j) f (Function.update x (σ j) t)) (x (σ j))
    simp only [hu, h1, Function.comp_apply]
  unfold laplacian
  rw [Finset.sum_congr rfl fun j _ => h2 j]
  exact Equiv.sum_comp σ (fun j => partialD j (partialD j f) x)
```

`Function.Injective x` says that no two particles coincide. The proof sorts them, replaces \(\psi\) by the exponential near the sorted configuration, and inserts the sum of squares.

```lean
/-- Wherever no two particles coincide, in any ordering, the cluster wavefunction satisfies
`-Δψ = -(c² N(N² - 1)/12) ψ`. -/
theorem clusterWave_energy (c : ℝ) {x : Fin N → ℝ} (hx : Function.Injective x) :
    -laplacian (clusterWave c) x =
      -(c ^ 2 * N * ((N : ℝ) ^ 2 - 1) / 12) * clusterWave c x := by
  -- sort the particles
  obtain ⟨σ, hs⟩ : ∃ σ : Equiv.Perm (Fin N), StrictMono (x ∘ σ) :=
    ⟨Tuple.sort x, (Tuple.monotone_sort x).strictMono_of_injective
      (hx.comp (Tuple.sort x).injective)⟩
  rw [← laplacian_perm σ (clusterWave_perm c σ) x, ← clusterWave_perm c σ x]
  generalize x ∘ σ = y at hs
  -- the ordering persists nearby, so the plain exponential may be differentiated instead
  have hord : ∀ᶠ z in 𝓝 y, ∀ i k : Fin N, i < k → z i < z k := by
    refine eventually_all.2 fun i => eventually_all.2 fun k => ?_
    by_cases hik : i < k
    · have ho : IsOpen {z : Fin N → ℝ | z i < z k} :=
        isOpen_lt (continuous_apply i) (continuous_apply k)
      filter_upwards [ho.mem_nhds (hs hik)] with z hz _ using hz
    · exact Eventually.of_forall fun z h => absurd h hik
  have hev : clusterWave c =ᶠ[𝓝 y] sectorWave c := by
    filter_upwards [hord] with z hz
    have hm : StrictMono z := fun i k h => hz i k h
    exact clusterWave_eq_sectorWave c hm.monotone
  have hp : ∀ j : Fin N, partialD j (sectorWave c) =
      fun z => c / 2 * slope j * sectorWave c z :=
    fun j => funext fun z => (hasDerivAt_sectorWave c z j).deriv
  have h2 : ∀ j, partialD j (partialD j (clusterWave c)) y =
      (c / 2 * slope j) ^ 2 * sectorWave c y := by
    intro j
    rw [(partialD_congr (partialD_congr hev j) j).eq_of_nhds, hp]
    have h := ((hasDerivAt_sectorWave c y j).const_mul (c / 2 * slope j)).deriv
    exact h.trans (by ring)
  have hL : laplacian (clusterWave c) y =
      (c / 2) ^ 2 * (∑ j : Fin N, slope j ^ 2) * sectorWave c y := by
    unfold laplacian
    rw [Finset.mul_sum, Finset.sum_mul]
    exact Finset.sum_congr rfl fun j _ => by rw [h2 j]; ring
  rw [hL, sum_slope_sq, hev.eq_of_nhds]
  ring
```

## The cusp where one pair touches

The hypothesis `honly` makes the contact between `a` and `b` the only one. In the proof, `hev` keeps the order for small \(s\ge0\), `hsum` finds the change \(-2s\), and `hswap` supplies negative \(s\).

```lean
/-- If neighbours `a` and `b` of an ordered configuration touch and no other pair does, then
displacing them by `-s` and `s` multiplies the wavefunction by `exp(-c|s|)` for small `s`. -/
theorem clusterWave_pullApart (c : ℝ) {x : Fin N → ℝ} (hx : Monotone x) {a b : Fin N}
    (hab : (b : ℕ) = a + 1) (hc : x a = x b)
    (honly : ∀ i k, i < k → x i = x k → i = a ∧ k = b) :
    ∀ᶠ s in 𝓝 (0 : ℝ),
      clusterWave c (pullApart a b x s) = Real.exp (-c * |s|) * clusterWave c x := by
  have hne : a ≠ b := by intro h; rw [h] at hab; omega
  -- for small s ≥ 0 the particles stay ordered
  have hev : ∀ᶠ s in 𝓝 (0 : ℝ), ∀ i k : Fin N, i < k → 0 ≤ s →
      pullApart a b x s i ≤ pullApart a b x s k := by
    refine eventually_all.2 fun i => eventually_all.2 fun k => ?_
    by_cases hik : i < k
    · by_cases he : x i = x k
      · obtain ⟨hi, hk⟩ := honly i k hik he
        refine Eventually.of_forall fun s _ hs => ?_
        rw [hi, hk]
        simp only [pullApart, hne, hne.symm, ↓reduceIte, hc]
        linarith
      · have hlt : x i < x k := lt_of_le_of_ne (hx hik.le) he
        have hcont : ∀ m, Continuous fun s => pullApart a b x s m :=
          fun m => continuous_const.add (continuous_id.mul continuous_const)
        have h0 : pullApart a b x 0 i < pullApart a b x 0 k := by
          simpa [pullApart] using hlt
        filter_upwards [(isOpen_lt (hcont i) (hcont k)).mem_nhds h0] with s hs _ _
        exact le_of_lt hs
    · exact Eventually.of_forall fun s h => absurd h hik
  have hsum : ∀ s, ∑ i, slope i * pullApart a b x s i = ∑ i, slope i * x i - 2 * s := by
    intro s
    have hS : ∀ k : Fin N, ∑ i, slope i * (if i = k then (1 : ℝ) else 0) = slope k := by
      intro k; simp
    have hb : ((b : ℕ) : ℝ) = ((a : ℕ) : ℝ) + 1 := by exact_mod_cast hab
    have h : ∀ i, slope i * pullApart a b x s i = slope i * x i
        + s * (slope i * (if i = b then (1 : ℝ) else 0))
        - s * (slope i * (if i = a then (1 : ℝ) else 0)) := by
      intro i; unfold pullApart; ring
    rw [Finset.sum_congr rfl fun i _ => h i, Finset.sum_sub_distrib,
      Finset.sum_add_distrib, ← Finset.mul_sum, ← Finset.mul_sum, hS, hS]
    unfold slope
    rw [hb]
    ring
  have hpos : ∀ s, 0 ≤ s → (∀ i k : Fin N, i < k → 0 ≤ s →
      pullApart a b x s i ≤ pullApart a b x s k) →
      clusterWave c (pullApart a b x s) = Real.exp (-c * s) * clusterWave c x := by
    intro s h0 hs
    have hm : Monotone (pullApart a b x s) := by
      intro i k hik
      rcases hik.eq_or_lt with h | h
      · rw [h]
      · exact hs i k h h0
    rw [clusterWave_eq_sectorWave c hm, clusterWave_eq_sectorWave c hx]
    unfold sectorWave
    rw [hsum s, ← Real.exp_add]
    congr 1
    ring
  -- exchanging the two touching particles reverses the sign of s
  have hswap : ∀ s, pullApart a b x s ∘ Equiv.swap a b = pullApart a b x (-s) := by
    intro s
    funext i
    by_cases hia : i = a
    · rw [hia]
      simp only [Function.comp_apply, Equiv.swap_apply_left, pullApart, hne, hne.symm,
        ↓reduceIte, hc]
      ring
    · by_cases hib : i = b
      · rw [hib]
        simp only [Function.comp_apply, Equiv.swap_apply_right, pullApart, hne, hne.symm,
          ↓reduceIte, hc]
        ring
      · simp only [Function.comp_apply, Equiv.swap_apply_of_ne_of_ne hia hib, pullApart,
          hia, hib, ↓reduceIte]
        ring
  have hneg : Tendsto (fun s : ℝ => -s) (𝓝 0) (𝓝 0) :=
    continuous_neg.tendsto' 0 0 neg_zero
  filter_upwards [hev, hneg.eventually hev] with s h1 h2
  rcases le_total 0 s with h | h
  · rw [abs_of_nonneg h]
    exact hpos s h h1
  · rw [abs_of_nonpos h, ← clusterWave_perm c (Equiv.swap a b), hswap]
    exact hpos (-s) (neg_nonneg.2 h) h2
```

The one-sided derivatives are those of \(e^{-cs}\) and \(e^{cs}\), multiplied by \(\psi\) at the contact.

```lean
/-- If neighbours `a` and `b` of an ordered configuration touch and no other pair does, the
wavefunction has one-sided slopes there: displacing them by `-s` and `s`, its slope at `s = 0` is
`-cψ` from the right and `cψ` from the left. For `c ≠ 0` this is a cusp. -/
theorem clusterWave_cusp (c : ℝ) {x : Fin N → ℝ} (hx : Monotone x) {a b : Fin N}
    (hab : (b : ℕ) = a + 1) (hc : x a = x b)
    (honly : ∀ i k, i < k → x i = x k → i = a ∧ k = b) :
    HasDerivWithinAt (fun s => clusterWave c (pullApart a b x s))
      (-c * clusterWave c x) (Set.Ici 0) 0 ∧
    HasDerivWithinAt (fun s => clusterWave c (pullApart a b x s))
      (c * clusterWave c x) (Set.Iic 0) 0 := by
  have hev := clusterWave_pullApart c hx hab hc honly
  have h0 : clusterWave c (pullApart a b x 0) = clusterWave c x := by
    congr 1
    funext i
    simp [pullApart]
  have hd : ∀ k : ℝ, HasDerivAt (fun s => Real.exp (k * s) * clusterWave c x)
      (k * clusterWave c x) 0 := by
    intro k
    have h := (((hasDerivAt_id (0 : ℝ)).const_mul k).exp).mul_const (clusterWave c x)
    exact h.congr_deriv (by simp)
  constructor
  · refine (hd (-c)).hasDerivWithinAt.congr_of_eventuallyEq ?_ (by simp [h0])
    filter_upwards [nhdsWithin_le_nhds hev, self_mem_nhdsWithin] with s hs hs0
    rw [hs, abs_of_nonneg hs0]
  · refine (hd c).hasDerivWithinAt.congr_of_eventuallyEq ?_ (by simp [h0])
    filter_upwards [nhdsWithin_le_nhds hev, self_mem_nhdsWithin] with s hs hs0
    rw [hs, abs_of_nonpos hs0, neg_mul_neg]

end

end McGuireCluster
```

The delta interaction enters these theorems only through the cusp. To conclude that \(\psi\) solves \(H\psi=E\psi\), one must still join the equation between contacts to the jump conditions in a weak formulation of \(H\), which also deals with simultaneous contacts. That \(\psi\) is the ground state of the relative motion is a separate claim.

```lean
#print axioms McGuireCluster.sectorWave_contact
-- 'McGuireCluster.sectorWave_contact' depends on axioms: [propext, Classical.choice, Quot.sound]
#print axioms McGuireCluster.clusterWave_energy
-- 'McGuireCluster.clusterWave_energy' depends on axioms: [propext, Classical.choice, Quot.sound]
#print axioms McGuireCluster.clusterWave_cusp
-- 'McGuireCluster.clusterWave_cusp' depends on axioms: [propext, Classical.choice, Quot.sound]
```
